# Ideal fcc and hcp have equal energy under any pair potential that vanishes from √(8/3) nearest-neighbour distances onwards

Place a triangular layer of atoms over a single atom of the layer below: whichever of the two sets of hollows it fills, three of its atoms lie at distance 1 from that atom, three at $\sqrt2$, and the rest at $\sqrt3$ or more, with the nearest-neighbour distance as unit. The fcc and hcp crystals differ only in the sequence of such choices, so a pair potential can tell them apart only if it reaches two layers away, where the distance is at least $\sqrt{8/3}$.

```lean
import Mathlib

namespace ClosePackedPairPotential

/-- Label of an atom: two in-plane integer coordinates and the number of its layer. -/
abbrev Site := ℤ × ℤ × ℤ

/-- A close-packed stacking of triangular layers: from each layer to the next the lateral shift
changes by plus or minus one third of the long cell diagonal. -/
structure Stacking where
  shift : ℤ → ℤ
  step : ∀ k, shift (k + 1) - shift k = 1 ∨ shift (k + 1) - shift k = -1

/-- The fcc crystal, stacked ABCABC. -/
def fcc : Stacking := ⟨fun k => k, fun k => by omega⟩

/-- The hcp crystal, stacked ABAB. -/
def hcp : Stacking := ⟨fun k => k % 2, fun k => by omega⟩

/-- Position of an atom in space; layers have lattice constant 1 and spacing `√(2/3)`. -/
noncomputable def pos (s : Stacking) (x : Site) : EuclideanSpace ℝ (Fin 3) :=
  !₂[(x.1 : ℝ) + (x.2.1 : ℝ) / 2 + (s.shift x.2.2 : ℝ) / 2,
    √3 * ((x.2.1 : ℝ) / 2 + (s.shift x.2.2 : ℝ) / 6), √(2 / 3) * (x.2.2 : ℝ)]

/-- An integer quadratic form in a label difference `z` and a shift difference `d`. -/
def form (d : ℤ) (z : Site) : ℤ :=
  3 * (z.1 ^ 2 + z.1 * z.2.1 + z.2.1 ^ 2 + d * (z.1 + z.2.1)) + d ^ 2 + 2 * z.2.2 ^ 2

/-- The quadratic form evaluated for a pair of atoms. -/
def gap (s : Stacking) (x y : Site) : ℤ := form (s.shift y.2.2 - s.shift x.2.2) (y - x)

/-- The label differences with all entries between -1 and 1. -/
noncomputable def block : Finset Site :=
  Finset.Icc (-1) 1 ×ˢ Finset.Icc (-1) 1 ×ˢ Finset.Icc (-1) 1

/-- Shift of the layer above (`u`), the layer below (`v`), and zero for any other layer. -/
def layer (u v m : ℤ) : ℤ := if m = 1 then u else if m = -1 then v else 0

/-- The label differences in the block at which the form equals `n`. -/
noncomputable def shell (u v n : ℤ) : Finset Site :=
  block.filter (fun z => form (layer u v z.2.2) z = n)

/-- Half the sum of the pair potential `V` over all other atoms: the energy of atom `x`. -/
noncomputable def siteEnergy (s : Stacking) (V : ℝ → ℝ) (x : Site) : ℝ :=
  (1 / 2) * ∑' y : Site, if y = x then 0 else V (dist (pos s x) (pos s y))

/-- Three times the squared distance of two atoms is the integer `gap`. -/
theorem three_mul_dist_sq (s : Stacking) (x y : Site) :
    3 * dist (pos s x) (pos s y) ^ 2 = (gap s x y : ℝ) := by
  have key : ∀ a b c a' b' c' : ℝ, dist (!₂[a, b, c] : EuclideanSpace ℝ (Fin 3)) !₂[a', b', c'] ^ 2
      = (a - a') ^ 2 + (b - b') ^ 2 + (c - c') ^ 2 := by
    intros
    rw [EuclideanSpace.dist_eq, Real.sq_sqrt (by positivity)]
    simp [Fin.sum_univ_three, Real.dist_eq, sq_abs]
  have h3 : (√3) ^ 2 = (3 : ℝ) := Real.sq_sqrt (by norm_num)
  have h2 : (√(2 / 3)) ^ 2 = (2 / 3 : ℝ) := Real.sq_sqrt (by norm_num)
  unfold pos gap form
  rw [key]
  simp only [Prod.fst_sub, Prod.snd_sub]
  push_cast
  linear_combination 3 * (((x.2.1 : ℝ) - y.2.1) / 2
    + ((s.shift x.2.2 : ℝ) - s.shift y.2.2) / 6) ^ 2 * h3 + 3 * ((x.2.2 : ℝ) - y.2.2) ^ 2 * h2

/-- Comparing a distance with `√r`, `r ≥ 0`, is comparing integers when `3 r` is an integer. -/
theorem dist_compare (s : Stacking) (x y : Site) (r : ℝ) (n : ℤ) (hr : 0 ≤ r) (h : 3 * r = n) :
    (dist (pos s x) (pos s y) = √r ↔ gap s x y = n) ∧
      (√r ≤ dist (pos s x) (pos s y) ↔ n ≤ gap s x y) := by
  have hd := three_mul_dist_sq s x y
  constructor
  · rw [← sq_eq_sq₀ dist_nonneg (Real.sqrt_nonneg r), Real.sq_sqrt hr,
      ← Int.cast_inj (α := ℝ), ← hd, ← h]
    constructor <;> intro e <;> linarith
  · rw [← sq_le_sq₀ (Real.sqrt_nonneg r) dist_nonneg, Real.sq_sqrt hr,
      ← Int.cast_le (R := ℝ), ← hd, ← h]
    constructor <;> intro e <;> linarith

/-- If the shift vanishes within a layer and is plus or minus one to the adjacent layers, label
differences with form below 8 lie in the block. -/
theorem mem_block (d : ℤ) (z : Site) (h : form d z < 8) (h0 : z.2.2 = 0 → d = 0)
    (h1 : z.2.2 = 1 ∨ z.2.2 = -1 → d = 1 ∨ d = -1) : z ∈ block := by
  obtain ⟨a, b, m⟩ := z
  simp only [form] at h h0 h1
  have hm : m ^ 2 < 4 := by
    nlinarith [sq_nonneg (2 * (3 * a + d) + (3 * b + d)), sq_nonneg (3 * b + d)]
  have l : -2 < m := by nlinarith
  have r : m < 2 := by nlinarith
  -- completing the square bounds each in-plane coordinate
  have ha : (3 * a + d) ^ 2 < 32 - 8 * m ^ 2 := by
    linarith [sq_nonneg ((3 * a + d) + 2 * (3 * b + d))]
  have hb : (3 * b + d) ^ 2 < 32 - 8 * m ^ 2 := by
    linarith [sq_nonneg ((3 * b + d) + 2 * (3 * a + d))]
  have s5 : ∀ t : ℤ, t ^ 2 < 32 → -6 < t ∧ t < 6 := fun t ht => by constructor <;> nlinarith
  have s4 : ∀ t : ℤ, t ^ 2 < 25 → -5 < t ∧ t < 5 := fun t ht => by constructor <;> nlinarith
  have hab : (-1 ≤ a ∧ a ≤ 1) ∧ -1 ≤ b ∧ b ≤ 1 := by
    rcases (by omega : (m = 0 ∧ d = 0) ∨ ((m = 1 ∨ m = -1) ∧ (d = 1 ∨ d = -1)))
      with ⟨_, hd⟩ | ⟨hm1, hd⟩
    · have a5 := s5 (3 * a + d) (by linarith [sq_nonneg m])
      have b5 := s5 (3 * b + d) (by linarith [sq_nonneg m])
      clear h ha hb hm
      omega
    · have m2 : m ^ 2 = 1 := by rcases hm1 with e | e <;> rw [e] <;> norm_num
      have a4 := s4 (3 * a + d) (by linarith)
      have b4 := s4 (3 * b + d) (by linarith)
      clear h ha hb hm m2
      omega
  clear h ha hb hm
  simp only [block, Finset.mem_product, Finset.mem_Icc]
  omega

/-- For each choice of the two adjacent layers, the form takes the value 3 at 12 and the value 6
at 6 differences in the block, and is at least 8 at all others except zero. -/
theorem shell_table (u v : ℤ) (hu : u = 1 ∨ u = -1) (hv : v = 1 ∨ v = -1) :
    (shell u v 3).card = 12 ∧ (shell u v 6).card = 6 ∧ ∀ z ∈ block, z = 0 ∨
      form (layer u v z.2.2) z = 3 ∨ form (layer u v z.2.2) z = 6 ∨
      8 ≤ form (layer u v z.2.2) z := by
  rcases hu with rfl | rfl <;> rcases hv with rfl | rfl <;> decide +kernel

/-- In every close-packed stacking each atom has exactly 12 neighbours at distance 1 and exactly
6 at `√2`, and all other atoms are at least `√(8/3)` away. -/
theorem neighbour_shells (s : Stacking) (x : Site) : ∃ A B : Finset Site,
    A.card = 12 ∧ B.card = 6 ∧ (∀ y, y ∈ A ↔ dist (pos s x) (pos s y) = 1) ∧
    (∀ y, y ∈ B ↔ dist (pos s x) (pos s y) = √2) ∧
    ∀ y, y ≠ x → y ∉ A → y ∉ B → √(8 / 3) ≤ dist (pos s x) (pos s y) := by
  have hk : ∀ y : Site, (y - x).2.2 = y.2.2 - x.2.2 := fun _ => rfl
  obtain ⟨u, hu⟩ : ∃ u, u = s.shift (x.2.2 + 1) - s.shift x.2.2 := ⟨_, rfl⟩
  obtain ⟨v, hv⟩ : ∃ v, v = s.shift (x.2.2 - 1) - s.shift x.2.2 := ⟨_, rfl⟩
  have hu1 : u = 1 ∨ u = -1 := by rw [hu]; exact s.step _
  have hv1 : v = 1 ∨ v = -1 := by
    have := s.step (x.2.2 - 1)
    rw [sub_add_cancel] at this
    omega
  have lay : ∀ y : Site, -1 ≤ y.2.2 - x.2.2 → y.2.2 - x.2.2 ≤ 1 →
      s.shift y.2.2 - s.shift x.2.2 = layer u v (y - x).2.2 := by
    intro y h1 h2
    rw [hk]
    rcases (by omega : y.2.2 = x.2.2 - 1 ∨ y.2.2 = x.2.2 ∨ y.2.2 = x.2.2 + 1) with h | h | h <;>
      rw [h] <;> simp [layer, hu, hv]
  have near : ∀ y, gap s x y < 8 → y - x ∈ block := by
    refine fun y h => mem_block _ _ h (fun e => ?_) (fun e => ?_)
    · rw [hk] at e
      rw [sub_eq_zero.mp e, sub_self]
    · rw [hk] at e
      rw [lay y (by omega) (by omega), hk]
      rcases e with e | e <;> rw [e] <;> simpa [layer]
  have val : ∀ y, y - x ∈ block → gap s x y = form (layer u v (y - x).2.2) (y - x) := by
    intro y hb
    simp only [block, Finset.mem_product, Finset.mem_Icc, hk] at hb
    rw [gap, lay y hb.2.2.1 hb.2.2.2]
  -- translating a shell to `x` gives the atoms with the corresponding `gap`
  have mem : ∀ n < 8, ∀ y, y ∈ (shell u v n).image (fun z => x + z) ↔ gap s x y = n := by
    intro n hn y
    rw [Finset.mem_image]
    constructor
    · rintro ⟨w, hw, h⟩
      obtain ⟨hb, hr⟩ := Finset.mem_filter.mp hw
      have hx : y - x = w := by rw [← h]; exact add_sub_cancel_left x w
      rw [val y (by rwa [hx]), hx]
      exact hr
    · intro h
      have hb := near y (by omega)
      exact ⟨y - x, Finset.mem_filter.mpr ⟨hb, (val y hb).symm.trans h⟩, by simp⟩
  obtain ⟨c3, c6, tab⟩ := shell_table u v hu1 hv1
  have inj : Function.Injective (fun z : Site => x + z) := add_right_injective x
  refine ⟨_, _, (Finset.card_image_of_injective _ inj).trans c3,
    (Finset.card_image_of_injective _ inj).trans c6, fun y => ?_, fun y => ?_, ?_⟩
  · have h := (dist_compare s x y 1 3 (by norm_num) (by norm_num)).1
    rw [Real.sqrt_one] at h
    exact (mem 3 (by norm_num) y).trans h.symm
  · exact (mem 6 (by norm_num) y).trans
      (dist_compare s x y 2 6 (by norm_num) (by norm_num)).1.symm
  · intro y hx hA hB
    rw [mem 3 (by norm_num)] at hA
    rw [mem 6 (by norm_num)] at hB
    rw [(dist_compare s x y (8 / 3) 8 (by norm_num) (by norm_num)).2]
    by_contra h
    have hb := near y (not_le.mp h)
    have ht := tab _ hb
    rw [← val y hb] at ht
    rcases ht with h' | h' | h' | h'
    exacts [hx (sub_eq_zero.mp h'), hA h', hB h', h h']

/-- A pair potential that vanishes from `√(8/3)` onwards gives every atom of every close-packed
stacking the energy `6 V(1) + 3 V(√2)`. -/
theorem short_range_energy (s : Stacking) (V : ℝ → ℝ) (hV : ∀ r, √(8 / 3) ≤ r → V r = 0)
    (x : Site) : siteEnergy s V x = 6 * V 1 + 3 * V (√2) := by
  obtain ⟨A, B, cA, cB, hA, hB, far⟩ := neighbour_shells s x
  have l1 : (1 : ℝ) < √2 := by
    rw [Real.lt_sqrt (by norm_num)]
    norm_num
  have val : ∀ (F : Finset Site) (c : ℝ), 0 < c → (∀ y ∈ F, dist (pos s x) (pos s y) = c) →
      ∑ y ∈ F, (if y = x then 0 else V (dist (pos s x) (pos s y))) = F.card * V c := by
    intro F c hc h
    have h' : ∀ y ∈ F, (if y = x then 0 else V (dist (pos s x) (pos s y))) = V c := by
      intro y hy
      have hne : y ≠ x := by
        intro hyx
        have := h y hy
        rw [hyx, dist_self] at this
        linarith
      rw [if_neg hne, h y hy]
    rw [Finset.sum_congr rfl h', Finset.sum_const, nsmul_eq_mul]
  have dAB : Disjoint A B := Finset.disjoint_left.mpr fun y ha hb => by
    linarith [(hA y).1 ha, (hB y).1 hb]
  -- the lattice sum has only finitely many non-zero terms
  have fin : ∀ y ∉ A ∪ B, (if y = x then 0 else V (dist (pos s x) (pos s y))) = 0 := by
    intro y hy
    simp only [Finset.mem_union, not_or] at hy
    by_cases h : y = x
    · rw [if_pos h]
    · rw [if_neg h]
      exact hV _ (far y h hy.1 hy.2)
  rw [siteEnergy, tsum_eq_sum fin, Finset.sum_union dAB, val A 1 one_pos fun y h => (hA y).1 h,
    val B (√2) (by linarith) fun y h => (hB y).1 h, cA, cB]
  push_cast
  ring

/-- A pair potential that vanishes from `√(8/3)` onwards gives fcc and hcp the same energy
per atom. -/
theorem fcc_energy_eq_hcp_energy (V : ℝ → ℝ) (hV : ∀ r, √(8 / 3) ≤ r → V r = 0) (x y : Site) :
    siteEnergy fcc V x = siteEnergy hcp V y := by
  rw [short_range_energy fcc V hV, short_range_energy hcp V hV]

/-- Twice the squared distance in the ABC stacking is that of the integer points
`(i + j, i + k, j + k)`, and these points are exactly the integer triples of even sum. -/
theorem fcc_is_cubic : (∀ i j k i' j' k' : ℤ,
      2 * dist (pos fcc (i, j, k)) (pos fcc (i', j', k')) ^ 2 =
        (((i' + j') - (i + j)) ^ 2 + ((i' + k') - (i + k)) ^ 2 + ((j' + k') - (j + k)) ^ 2 : ℝ)) ∧
    ∀ a b c : ℤ, Even (a + b + c) ↔ ∃ i j k : ℤ, a = i + j ∧ b = i + k ∧ c = j + k := by
  constructor
  · intro i j k i' j' k'
    have h := three_mul_dist_sq fcc (i, j, k) (i', j', k')
    have hs : ∀ n, fcc.shift n = n := fun _ => rfl
    simp only [gap, form, hs, Prod.fst_sub, Prod.snd_sub] at h
    push_cast at h
    linear_combination (2 / 3) * h
  · intro a b c
    constructor
    · rintro ⟨r, hr⟩
      exact ⟨r - c, r - b, r - a, by omega, by omega, by omega⟩
    · rintro ⟨i, j, k, rfl, rfl, rfl⟩
      exact ⟨i + j + k, by ring⟩

/-- In hcp the atoms two layers apart on the same vertical are at distance `√(8/3)`, whereas no
two fcc atoms are at this distance. -/
theorem third_shell_differs :
    (∀ i j k : ℤ, dist (pos hcp (i, j, k)) (pos hcp (i, j, k + 2)) = √(8 / 3)) ∧
    ∀ x y : Site, dist (pos fcc x) (pos fcc y) ≠ √(8 / 3) := by
  constructor
  · intro i j k
    rw [(dist_compare hcp _ _ (8 / 3) 8 (by norm_num) (by norm_num)).1]
    have e : (k + 2) % 2 = k % 2 := by omega
    simp only [gap, form, hcp, Prod.fst_sub, Prod.snd_sub, e]
    ring
  · intro x y h
    rw [(dist_compare fcc x y (8 / 3) 8 (by norm_num) (by norm_num)).1] at h
    simp only [gap, form, fcc, Prod.fst_sub, Prod.snd_sub] at h
    -- three times a squared fcc distance is a multiple of 3
    have h8 : (3 : ℤ) ∣ 8 := ⟨(y.1 - x.1) ^ 2 + (y.1 - x.1) * (y.2.1 - x.2.1)
      + (y.2.1 - x.2.1) ^ 2 + (y.2.2 - x.2.2) * ((y.1 - x.1) + (y.2.1 - x.2.1))
      + (y.2.2 - x.2.2) ^ 2, by linear_combination -h⟩
    exact absurd h8 (by decide)

end ClosePackedPairPotential
```

```lean
#print axioms ClosePackedPairPotential.fcc_energy_eq_hcp_energy
#print axioms ClosePackedPairPotential.fcc_is_cubic
#print axioms ClosePackedPairPotential.third_shell_differs
```

```
'ClosePackedPairPotential.fcc_energy_eq_hcp_energy' depends on axioms: [propext, Classical.choice, Quot.sound]
'ClosePackedPairPotential.fcc_is_cubic' depends on axioms: [propext, Classical.choice, Quot.sound]
'ClosePackedPairPotential.third_shell_differs' depends on axioms: [propext, Classical.choice, Quot.sound]
```

## Equal shells, equal energies

The physical question is whether a short-ranged pair potential $V$ can prefer one close-packed structure to another. `neighbour_shells` states that in every close-packed stacking each atom has exactly 12 neighbours at distance 1 and exactly 6 at $\sqrt2$, and that every other atom is at least $\sqrt{8/3}$ away. The finite sets `A` and `B` are these two shells.

`short_range_energy` then gives the energy per atom. If $V(r)=0$ for all $r\ge\sqrt{8/3}$, it is

$$E = \tfrac12\left[12\,V(1)+6\,V(\sqrt2)\right]=6V(1)+3V(\sqrt2).$$

The factor $\tfrac12$ shares each pair energy between its two atoms. `fcc_energy_eq_hcp_energy` applies the formula to both crystals. No continuity of $V$ is assumed. For the simplest potential, a bond energy $-\varepsilon$ at distance 1 and zero elsewhere, both energies are $-6\varepsilon$.

With a pair potential truncated this early, ideal fcc and hcp with the same nearest-neighbour distance have the same static energy per atom, and so do all other ideal close-packed stackings, including those with stacking faults. This concerns atoms at rest on their lattice sites; in a simulation at finite temperature the free energies can still differ.

## Crystals as sequences of shifts

A `Site` is a triple of integers: two in-plane coordinates and a layer number. A `Stacking` assigns each layer an integer `shift`, which changes by $+1$ or $-1$ from one layer to the next. One unit of shift moves a layer sideways by a third of the long cell diagonal, and three units form a lattice vector, so the letters A, B and C are the shifts modulo 3. The shift of layer $k$ is $k$ in `fcc` and $k$ modulo 2 in `hcp`.

The function `pos` places the atoms in Euclidean space with layer spacing $\sqrt{2/3}$, which gives hcp the ideal axial ratio $c/a=\sqrt{8/3}$. In `siteEnergy` the sum runs over the infinite crystal, with the atom itself excluded.

`fcc_is_cubic` connects the ABC stacking with the usual cubic description: after scaling by $\sqrt2$, its distances are those between integer triples of even sum. For hcp, the ABAB stacking serves as the definition.

The step left to the physics is the claim that a material's two phases really have these positions, with the same nearest-neighbour distance. Real hcp crystals can depart from the ideal axial ratio, and the theorems do not cover that case.

## Distances become integers

Let two atoms differ by $a$ and $b$ in the in-plane labels, by $m$ in layer number and by $d$ in shift. Their squared distance is

$$r^2=\left(a+\tfrac b2+\tfrac d2\right)^2+3\left(\tfrac b2+\tfrac d6\right)^2+\tfrac23m^2 .$$

Expanding and multiplying by 3 gives

$$3r^2=3\left[a^2+ab+b^2+d(a+b)\right]+d^2+2m^2 .$$

The right-hand side is `form`; evaluated for a pair of atoms it is called `gap`, although it is three times a squared distance. `three_mul_dist_sq` proves the identity, with `linear_combination` supplying the squares of the two roots. `dist_compare` turns comparisons with $1$, $\sqrt2$ and $\sqrt{8/3}$ into comparisons with 3, 6 and 8.

## Only 27 label differences matter

Set $p=3a+d$ and $q=3b+d$. Then

$$3r^2=\tfrac13\left(p^2+pq+q^2\right)+2m^2 .$$

The bracket is never negative, so $3r^2<8$ forces $|m|\le1$. Since $p^2+pq+q^2=\tfrac34p^2+(q+\tfrac p2)^2$, it also forces $p^2<32-8m^2$, and likewise for $q$.

- In the same layer $d=0$, so $|3a|\le5$ and $|a|\le1$.
- In an adjacent layer $d=\pm1$, so $|3a+d|\le4$ and again $|a|\le1$.

The same holds for $b$. This is `mem_block`: every atom closer than $\sqrt{8/3}$ has label differences between $-1$ and $1$.

The shells can now be counted. In the same layer $3r^2=3(a^2+ab+b^2)$, which equals 3 at $\pm(1,0)$, $\pm(0,1)$ and $\pm(1,-1)$, and 9 at $\pm(1,1)$. In an adjacent layer with $d=1$,

$$3r^2=3\left(a^2+ab+b^2+a+b+1\right).$$

This equals 3 at $(0,0)$, $(-1,0)$ and $(0,-1)$. It equals 6 at $(-1,-1)$, $(1,-1)$ and $(-1,1)$, and is at least 9 at the other three points. The case $d=-1$ follows by reversing the signs of $a$ and $b$.

| Layer | at $1$ | at $\sqrt2$ |
|---|---|---|
| same | 6 | 0 |
| above | 3 | 3 |
| below | 3 | 3 |
| total | 12 | 6 |

## Counting with `decide +kernel`

In Lean this count is `shell_table`. The shifts `u` and `v` to the layers above and below are each $\pm1$, and `rcases` splits the statement into four cases with definite numbers. Each is then a finite statement about integers, for which Lean has a decision procedure. `decide +kernel` has the kernel run that procedure and accept the result as the proof. The distances themselves cannot be treated this way, because they are elements of Lean's type of real numbers, whose equality comes with no procedure that the kernel could run; the passage to the integer `form` avoids this.

`neighbour_shells` carries the table to an arbitrary atom `x`. It reads `u` and `v` from the stacking, uses `near` to place close atoms in the block, and translates the two shells to `x`. In `short_range_energy`, `tsum_eq_sum` reduces the infinite sum to the disjoint union of `A` and `B`, since every other term vanishes.

## At the cutoff itself

`third_shell_differs` shows where the agreement ends. In hcp, the atom two layers up on the same vertical is at distance exactly $\sqrt{8/3}$. In fcc $d=m$, so $3r^2$ is always a multiple of 3 and never equals 8.

Counting slightly further than the theorems do, hcp has exactly two such neighbours, one above and one below. If $V$ vanishes only for $r>\sqrt{8/3}$, the hcp energy per atom therefore exceeds the fcc energy by $V(\sqrt{8/3})$, which need not be zero. The hypothesis `√(8 / 3) ≤ r → V r = 0` thus has to include the endpoint.
